# Over one period of a positive density, ∫ C(r) n''/n^(2/3) equals ∫ (2C + rC')(n')²/(3n^(5/3))

Let n(x) be an electron density that varies along one direction x only, is strictly positive and twice continuously differentiable, and repeats with period L. Primes on n are derivatives in x. I use the Seitz-type radius

r = c n^(−1/3), c > 0,

which is the Wigner–Seitz radius when c = (3/(4π))^(1/3), and the reduced variables

p = κ (n')² / n^(8/3),  q = κ n'' / n^(5/3),

which are the usual reduced squared gradient and reduced Laplacian when κ = 1/(4(3π²)^(2/3)). C is a continuously differentiable function of r > 0, and C' is its derivative in r.

When r2SCAN correlation is expanded for a slowly varying density, the kinetic-energy-density ingredient produces a term n C(r) q in the energy density, and this term is traded under the integral for a term in p. The claim is that over one period

∫ C(r) n''/n^(2/3) dx = ∫ (2C(r) + r C'(r)) (n')² / (3 n^(5/3)) dx.

I believe this is one integration by parts, but the r C' term and the factors of 3 are where I lose track. Can it be derived carefully and checked by machine, with the assumptions visible?

## Yes: one partial integration whose boundary term cancels by periodicity

The identity holds under the assumptions listed, for a density depending on one coordinate, and it extends to any real exponent a in place of 2/3 on the left, provided the right side is changed as derived below.

### The weight, its derivative, and the cancellation

Write t for a positive value of the density and regard r = c t^(−1/3) as a function of t. Then

dr/dt = −(1/3) c t^(−4/3) = −r/(3t).

Let F be a function of t > 0 with continuous derivative F'. By the chain and product rules,

d/dx [F(n) n'] = F(n) n'' + F'(n) (n')².

Integrate from any point x₀ to x₀ + L. The left side gives F(n) n' at x₀ + L minus its value at x₀. Since n(x + L) = n(x) for all x, differentiating gives n'(x + L) = n'(x), so the two values agree and

∫ F(n) n'' dx = −∫ F'(n) (n')² dx.

Now choose F(t) = C(r)/t^a. The numerator has derivative C'(r)·(−r/(3t)), and t^(−a) has derivative −a t^(−a−1), so

F'(t) = −r C'(r)/(3 t^(a+1)) − a C(r)/t^(a+1) = −(a C(r) + r C'(r)/3) / t^(a+1).

The two minus signs cancel:

∫ C(r) n''/n^a dx = ∫ (a C(r) + r C'(r)/3) (n')² / n^(a+1) dx.

At a = 2/3 the bracket is (2C + rC')/3 and a + 1 = 5/3, which is your identity. For the reduced variables, n q = κ n''/n^(2/3) and n p = κ (n')²/n^(5/3), so multiplying by κ gives

∫ n C(r) q dx = ∫ n [(2C(r) + r C'(r))/3] p dx.

For a power law C(r) = r^s with real s, r C' = s C, and the bracket becomes a constant multiple of C:

∫ r^s n''/n^(2/3) dx = ((2 + s)/3) ∫ r^s (n')²/n^(5/3) dx.

At s = −1, the scaling of the uniform-gas exchange energy per particle, the factor is 1/3. At s = −2, the scaling of the Thomas–Fermi kinetic energy per particle, it is 0, and the left side is c^(−2) ∫ n'' dx. Uniform-gas correlation is not a power of r, so there the factor stays inside the integral and carries C'.

### How the Lean objects carry the density, the radius and the coefficient

The density is `n : ℝ → ℝ` with three hypotheses: `hn : ContDiff ℝ 2 n` (twice continuously differentiable on the whole line), `hpos : ∀ x, 0 < n x` (no nodes and no vacuum region), and `hper : Function.Periodic n L` (a crystal-like repetition, n(x + L) = n(x)). The number L is any real period. It need not be the smallest one; L = 0 makes both sides zero, and negative L reverses the orientation of both integrals. The notation `∫ x in x₀..x₀ + L` is the oriented integral, and x₀ is arbitrary, so the choice of cell origin is free. The expressions `deriv n x` and `deriv (deriv n) x` are n'(x) and n''(x).

The radius is `seitz c t`, and r at the point x is `seitz c (n x)`. The hypothesis `hc : 0 < c` expresses that r is a length; it keeps r in the half-line `Ioi 0`, which is (0, ∞), where `hC : ContDiffOn ℝ 1 C (Ioi 0)` makes C continuously differentiable. Nothing is assumed about C at r ≤ 0 or about its limits at high or low density. The function `weight C c a` is F(t) = C(r)/t^a, and `reducedGradient κ n` and `reducedLaplacian κ n` are p and q with κ an arbitrary real constant. All fractional powers are real powers of positive numbers.

The main theorem `laplacian_to_gradient` says: under these five hypotheses and for every x₀, both integrands are continuous functions of x, and their integrals over [x₀, x₀ + L] are equal. The continuity clauses matter because Lean assigns the value 0 to the integral of a non-integrable function; with continuity in the conclusion the equation is one between proper integrals. `periodic_parts` and `conversion_general` carry the same clauses. `reduced_conversion` and `power_law_conversion` state the equation alone.

The exponents are the three-dimensional ones, while the geometry is one-dimensional. This fits a density n(x) that is constant in y and z, for which ∇²n = n'', |∇n|² = (n')², and the integrals are energies per unit area. A density that varies in all three directions is not treated, nor is a finite system decaying to zero, nor one with nuclear cusps, which is not twice differentiable. C depends on r alone, so the spin polarisation is absent or constant in space. For the construction of r2SCAN, the theorem supplies the rule that converts a q term into a p term at second order in gradients, in this one-directional periodic setting; the gradient expansion that produces the q term, the particular C, and the parameters of the functional are inputs that the file leaves open.

```lean
import Mathlib

open Set

namespace LaplacianToGradient

noncomputable section

/-- Seitz-type radius `r = c t^(-1/3)` of a density value `t`. -/
def seitz (c t : ℝ) : ℝ := c * t ^ (-1 / 3 : ℝ)

/-- The weight `C(r)/t^a` as a function of the density value `t`, with `r = c t^(-1/3)`. -/
def weight (C : ℝ → ℝ) (c a t : ℝ) : ℝ := C (seitz c t) / t ^ a

/-- Reduced squared gradient `p = κ (n')² / n^(8/3)`. -/
def reducedGradient (κ : ℝ) (n : ℝ → ℝ) (x : ℝ) : ℝ :=
  κ * deriv n x ^ 2 / n x ^ (8 / 3 : ℝ)

/-- Reduced Laplacian `q = κ n'' / n^(5/3)`. -/
def reducedLaplacian (κ : ℝ) (n : ℝ → ℝ) (x : ℝ) : ℝ :=
  κ * deriv (deriv n) x / n x ^ (5 / 3 : ℝ)

/-- At positive density the radius obeys `dr/dt = -r/(3t)`. -/
theorem hasDerivAt_seitz (c : ℝ) {t : ℝ} (ht : 0 < t) :
    HasDerivAt (seitz c) (-seitz c t / (3 * t)) t := by
  have h : HasDerivAt (fun x : ℝ => x ^ (-1 / 3 : ℝ))
      ((-1 / 3 : ℝ) * t ^ ((-1 / 3 : ℝ) - 1)) t :=
    Real.hasDerivAt_rpow_const (Or.inl ht.ne')
  refine HasDerivAt.congr_deriv (h.const_mul c) ?_
  rw [Real.rpow_sub_one ht.ne']
  unfold seitz
  ring

/-- Integration by parts over one period of a positive C² density: for a weight `F` with
continuous derivative `F'` on positive densities, both integrands are continuous and
`∫ F(n) n'' = -∫ F'(n) (n')²`. -/
theorem periodic_parts {n F F' : ℝ → ℝ} {L : ℝ} (hn : ContDiff ℝ 2 n)
    (hpos : ∀ x, 0 < n x) (hper : Function.Periodic n L)
    (hF : ∀ t, 0 < t → HasDerivAt F (F' t) t) (hF' : ContinuousOn F' (Ioi 0)) (x₀ : ℝ) :
    Continuous (fun x => F (n x) * deriv (deriv n) x) ∧
    Continuous (fun x => F' (n x) * deriv n x ^ 2) ∧
    ∫ x in x₀..x₀ + L, F (n x) * deriv (deriv n) x
      = -∫ x in x₀..x₀ + L, F' (n x) * deriv n x ^ 2 := by
  have h2 : ContDiff ℝ (1 + 1) n := by rw [one_add_one_eq_two]; exact hn
  obtain ⟨hd0, -, h1⟩ := contDiff_succ_iff_deriv.mp h2
  obtain ⟨hd1, hc2⟩ := contDiff_one_iff_deriv.mp h1
  have hFn : ∀ x, HasDerivAt (fun y => F (n y)) (F' (n x) * deriv n x) x :=
    fun x => (hF _ (hpos x)).comp x (hd0 x).hasDerivAt
  have cF : Continuous fun y => F (n y) :=
    continuous_iff_continuousAt.mpr fun x => (hFn x).continuousAt
  have cF' : Continuous fun y => F' (n y) := hF'.comp_continuous hd0.continuous hpos
  have cA : Continuous fun x => F (n x) * deriv (deriv n) x := cF.mul hc2
  have cB : Continuous fun x => F' (n x) * deriv n x ^ 2 := cF'.mul (hd1.continuous.pow 2)
  refine ⟨cA, cB, ?_⟩
  -- the sum of the two integrands is the total derivative of `F(n) n'`
  have hG : ∀ x, HasDerivAt (fun y => F (n y) * deriv n y)
      (F (n x) * deriv (deriv n) x + F' (n x) * deriv n x ^ 2) x := fun x =>
    HasDerivAt.congr_deriv ((hFn x).fun_mul (hd1 x).hasDerivAt) (by ring)
  have iA := cA.intervalIntegrable (μ := MeasureTheory.volume) x₀ (x₀ + L)
  have iB := cB.intervalIntegrable (μ := MeasureTheory.volume) x₀ (x₀ + L)
  have ftc := intervalIntegral.integral_eq_sub_of_hasDerivAt (fun x _ => hG x) (iA.add iB)
  -- the boundary term cancels because `n` and `n'` are periodic
  have hshift : (fun x => n (x + L)) = n := funext hper
  have hper' : deriv n (x₀ + L) = deriv n x₀ := by
    have h : deriv (fun x => n (x + L)) x₀ = deriv n (x₀ + L) := by
      rw [deriv_comp_add_const]
    rw [← h, hshift]
  rw [intervalIntegral.integral_add iA iB] at ftc
  simp only [hper x₀, hper', sub_self] at ftc
  linarith

/-- The density derivative of the weight `C(r)/t^a` is `-(a C(r) + r C'(r)/3) / t^(a+1)`. -/
theorem hasDerivAt_weight {C : ℝ → ℝ} {c : ℝ} (hC : ContDiffOn ℝ 1 C (Ioi 0)) (hc : 0 < c)
    (a : ℝ) {t : ℝ} (ht : 0 < t) :
    HasDerivAt (weight C c a)
      (-(a * C (seitz c t) + seitz c t * deriv C (seitz c t) / 3) / t ^ (a + 1)) t := by
  have hr : 0 < seitz c t := mul_pos hc (Real.rpow_pos_of_pos ht _)
  have hCd : HasDerivAt C (deriv C (seitz c t)) (seitz c t) :=
    ((hC.differentiableOn (by norm_num)).differentiableAt (Ioi_mem_nhds hr)).hasDerivAt
  have h1 : HasDerivAt (fun y => C (seitz c y))
      (deriv C (seitz c t) * (-seitz c t / (3 * t))) t :=
    hCd.comp t (hasDerivAt_seitz c ht)
  have h2 : HasDerivAt (fun x : ℝ => x ^ a) (a * t ^ (a - 1)) t :=
    Real.hasDerivAt_rpow_const (Or.inl ht.ne')
  have hy : t ^ a ≠ 0 := (Real.rpow_pos_of_pos ht a).ne'
  have ht' : t ≠ 0 := ht.ne'
  refine HasDerivAt.congr_deriv (h1.fun_div h2 hy) ?_
  rw [Real.rpow_sub_one ht', Real.rpow_add_one ht']
  field_simp
  ring

variable {n C : ℝ → ℝ} {L c : ℝ}

/-- Conversion for any power of the density: both integrands are continuous and over one period
`∫ C(r) n''/n^a = ∫ (a C(r) + r C'(r)/3) (n')²/n^(a+1)`. -/
theorem conversion_general (hn : ContDiff ℝ 2 n) (hpos : ∀ x, 0 < n x)
    (hper : Function.Periodic n L) (hC : ContDiffOn ℝ 1 C (Ioi 0)) (hc : 0 < c) (a x₀ : ℝ) :
    Continuous (fun x => C (seitz c (n x)) * deriv (deriv n) x / n x ^ a) ∧
    Continuous (fun x => (a * C (seitz c (n x)) + seitz c (n x) * deriv C (seitz c (n x)) / 3)
      * deriv n x ^ 2 / n x ^ (a + 1)) ∧
    ∫ x in x₀..x₀ + L, C (seitz c (n x)) * deriv (deriv n) x / n x ^ a
      = ∫ x in x₀..x₀ + L, (a * C (seitz c (n x)) + seitz c (n x) * deriv C (seitz c (n x)) / 3)
          * deriv n x ^ 2 / n x ^ (a + 1) := by
  -- continuity of the derivative of the weight on positive densities
  have cs : ContinuousOn (seitz c) (Ioi 0) :=
    fun t ht => (hasDerivAt_seitz c ht).continuousAt.continuousWithinAt
  have ms : MapsTo (seitz c) (Ioi 0) (Ioi 0) :=
    fun t ht => mul_pos hc (Real.rpow_pos_of_pos ht _)
  have c0 : ContinuousOn (fun t => C (seitz c t)) (Ioi 0) := hC.continuousOn.comp cs ms
  have c1 : ContinuousOn (fun t => deriv C (seitz c t)) (Ioi 0) :=
    (hC.continuousOn_deriv_of_isOpen isOpen_Ioi le_rfl).comp cs ms
  have c2 : ContinuousOn (fun t : ℝ => t ^ (a + 1)) (Ioi 0) := fun t ht =>
    (Real.hasDerivAt_rpow_const (Or.inl (ne_of_gt ht))).continuousAt.continuousWithinAt
  have c3 : ContinuousOn (fun t =>
      -(a * C (seitz c t) + seitz c t * deriv C (seitz c t) / 3) / t ^ (a + 1)) (Ioi 0) :=
    (((continuousOn_const.mul c0).add ((cs.mul c1).div_const 3)).neg).div c2
      fun t ht => (Real.rpow_pos_of_pos ht _).ne'
  obtain ⟨h1, h2, h3⟩ :=
    periodic_parts hn hpos hper (fun t ht => hasDerivAt_weight hC hc a ht) c3 x₀
  have e1 : ∀ x, C (seitz c (n x)) * deriv (deriv n) x / n x ^ a
      = weight C c a (n x) * deriv (deriv n) x := fun x => by unfold weight; ring
  have e2 : ∀ x, (a * C (seitz c (n x)) + seitz c (n x) * deriv C (seitz c (n x)) / 3)
      * deriv n x ^ 2 / n x ^ (a + 1)
      = -(-(a * C (seitz c (n x)) + seitz c (n x) * deriv C (seitz c (n x)) / 3)
        / n x ^ (a + 1) * deriv n x ^ 2) := fun x => by ring
  simp only [e1, e2]
  refine ⟨h1, h2.neg, ?_⟩
  rw [intervalIntegral.integral_neg]
  exact h3

/-- Laplacian-to-gradient conversion for a positive periodic C² density and a C¹ coefficient: both
integrands are continuous and over one period `∫ C(r) n''/n^(2/3) = ∫ (2 C(r) + r C'(r)) (n')²/(3
n^(5/3))`. -/
theorem laplacian_to_gradient (hn : ContDiff ℝ 2 n) (hpos : ∀ x, 0 < n x)
    (hper : Function.Periodic n L) (hC : ContDiffOn ℝ 1 C (Ioi 0)) (hc : 0 < c) (x₀ : ℝ) :
    Continuous (fun x => C (seitz c (n x)) * deriv (deriv n) x / n x ^ (2 / 3 : ℝ)) ∧
    Continuous (fun x => (2 * C (seitz c (n x)) + seitz c (n x) * deriv C (seitz c (n x)))
      * deriv n x ^ 2 / (3 * n x ^ (5 / 3 : ℝ))) ∧
    ∫ x in x₀..x₀ + L, C (seitz c (n x)) * deriv (deriv n) x / n x ^ (2 / 3 : ℝ)
      = ∫ x in x₀..x₀ + L, (2 * C (seitz c (n x)) + seitz c (n x) * deriv C (seitz c (n x)))
          * deriv n x ^ 2 / (3 * n x ^ (5 / 3 : ℝ)) := by
  have e : ∀ x, (2 * C (seitz c (n x)) + seitz c (n x) * deriv C (seitz c (n x)))
      * deriv n x ^ 2 / (3 * n x ^ (5 / 3 : ℝ))
      = (2 / 3 * C (seitz c (n x)) + seitz c (n x) * deriv C (seitz c (n x)) / 3)
        * deriv n x ^ 2 / n x ^ (2 / 3 + 1 : ℝ) := fun x => by
    rw [show (2 / 3 + 1 : ℝ) = 5 / 3 by norm_num]
    ring
  simp only [e]
  exact conversion_general hn hpos hper hC hc (2 / 3) x₀

/-- In reduced variables, over one period `∫ n C(r) q = ∫ n (2 C(r) + r C'(r))/3 · p`. -/
theorem reduced_conversion (hn : ContDiff ℝ 2 n) (hpos : ∀ x, 0 < n x)
    (hper : Function.Periodic n L) (hC : ContDiffOn ℝ 1 C (Ioi 0)) (hc : 0 < c) (κ x₀ : ℝ) :
    ∫ x in x₀..x₀ + L, n x * C (seitz c (n x)) * reducedLaplacian κ n x
      = ∫ x in x₀..x₀ + L,
          n x * ((2 * C (seitz c (n x)) + seitz c (n x) * deriv C (seitz c (n x))) / 3)
            * reducedGradient κ n x := by
  have e1 : ∀ x, n x * C (seitz c (n x)) * reducedLaplacian κ n x
      = κ * (C (seitz c (n x)) * deriv (deriv n) x / n x ^ (2 / 3 : ℝ)) := fun x => by
    have hx := (hpos x).ne'
    have hy : n x ^ (2 / 3 : ℝ) ≠ 0 := (Real.rpow_pos_of_pos (hpos x) _).ne'
    unfold reducedLaplacian
    rw [show (5 / 3 : ℝ) = 2 / 3 + 1 by norm_num, Real.rpow_add_one hx]
    generalize n x ^ (2 / 3 : ℝ) = y at hy ⊢
    field_simp
  have e2 : ∀ x, n x * ((2 * C (seitz c (n x)) + seitz c (n x) * deriv C (seitz c (n x))) / 3)
      * reducedGradient κ n x
      = κ * ((2 * C (seitz c (n x)) + seitz c (n x) * deriv C (seitz c (n x)))
        * deriv n x ^ 2 / (3 * n x ^ (5 / 3 : ℝ))) := fun x => by
    have hx := (hpos x).ne'
    have hy : n x ^ (5 / 3 : ℝ) ≠ 0 := (Real.rpow_pos_of_pos (hpos x) _).ne'
    unfold reducedGradient
    rw [show (8 / 3 : ℝ) = 5 / 3 + 1 by norm_num, Real.rpow_add_one hx]
    generalize n x ^ (5 / 3 : ℝ) = y at hy ⊢
    field_simp
  simp only [e1, e2, intervalIntegral.integral_const_mul]
  rw [(laplacian_to_gradient hn hpos hper hC hc x₀).2.2]

/-- For a power-law coefficient `C(r) = r^s`, over one period
`∫ r^s n''/n^(2/3) = (2+s)/3 · ∫ r^s (n')²/n^(5/3)`. -/
theorem power_law_conversion (hn : ContDiff ℝ 2 n) (hpos : ∀ x, 0 < n x)
    (hper : Function.Periodic n L) (hc : 0 < c) (s x₀ : ℝ) :
    ∫ x in x₀..x₀ + L, seitz c (n x) ^ s * deriv (deriv n) x / n x ^ (2 / 3 : ℝ)
      = (2 + s) / 3
        * ∫ x in x₀..x₀ + L, seitz c (n x) ^ s * deriv n x ^ 2 / n x ^ (5 / 3 : ℝ) := by
  have hC : ContDiffOn ℝ 1 (fun r : ℝ => r ^ s) (Ioi 0) :=
    fun r hr => (Real.contDiffAt_rpow_const_of_ne (ne_of_gt hr)).contDiffWithinAt
  refine (laplacian_to_gradient hn hpos hper hC hc x₀).2.2.trans ?_
  rw [← intervalIntegral.integral_const_mul]
  congr 1
  funext x
  have hr : seitz c (n x) ≠ 0 := (mul_pos hc (Real.rpow_pos_of_pos (hpos x) _)).ne'
  -- `r C'(r) = s C(r)`
  have hd : seitz c (n x) * deriv (fun r : ℝ => r ^ s) (seitz c (n x))
      = s * seitz c (n x) ^ s := by
    rw [(Real.hasDerivAt_rpow_const (Or.inl hr)).deriv, Real.rpow_sub_one hr]
    field_simp
  rw [hd]
  ring

end

end LaplacianToGradient
```

```lean
#print axioms LaplacianToGradient.periodic_parts
#print axioms LaplacianToGradient.reduced_conversion
#print axioms LaplacianToGradient.power_law_conversion
```

```
'LaplacianToGradient.periodic_parts' depends on axioms: [propext, Classical.choice, Quot.sound]
'LaplacianToGradient.reduced_conversion' depends on axioms: [propext, Classical.choice, Quot.sound]
'LaplacianToGradient.power_law_conversion' depends on axioms: [propext, Classical.choice, Quot.sound]
```

### Following the derivation through the theorems

`hasDerivAt_seitz` is dr/dt = −r/(3t). It takes the power rule `Real.hasDerivAt_rpow_const`, multiplies by c, and uses `Real.rpow_sub_one` to write t^(−1/3 − 1) as t^(−1/3)/t. Only t > 0 is needed, not the sign of c.

`periodic_parts` is the partial integration. Here `F'` is a second function, tied to `F` by the hypothesis `hF` at positive arguments. From `hn` the proof extracts that n and n' are differentiable (`hd0`, `hd1`) and that n'' is continuous (`hc2`). Then `hFn` is the chain rule for F(n(x)), and `cA` and `cB` are the continuity of the two integrands, where `hpos` ensures that `F'` is evaluated only on (0, ∞). The product rule for F(n) n' is `hG`, and `ftc` is the fundamental theorem of calculus applied to it. Periodicity of n' is derived: `hshift` says that the shifted density is the same function, and `hper'` differentiates it at x₀. With `hper x₀` and `hper'` the boundary term becomes a number minus itself, and `linarith` moves one integral across.

`hasDerivAt_weight` computes F'(t). The step `h1` is the chain rule for C(r(t)), `h2` is the power rule for t^a, and `h1.fun_div h2 hy` is the quotient rule; `field_simp` and `ring` bring the result over the denominator t^(a+1).

`conversion_general` joins the two. It must show that F' is continuous on (0, ∞), which is `c3`, built from continuity of r, C(r), C'(r) and t^(a+1). This is the place where continuity of C', and not only its existence, is used. The identities `e1` and `e2` put the integrands into the form F(n) n'' and −F'(n)(n')².

`laplacian_to_gradient` sets a = 2/3 after `e` has rewritten the right integrand with 2/3 + 1 = 5/3. In `reduced_conversion`, `e1` and `e2` cancel the factor n against one power of the denominator and κ is taken out of both integrals. In `power_law_conversion`, `hC` verifies that r^s is an admissible C, and `hd` is r C' = s C.

### Comparing the two forms on a grid, and a density that does not repeat

What follows is ordinary calculus and practice alongside the file, not theorems in it.

In a program the converted term is a function of n and σ = |∇n|² only, and evaluating it requires r C'(r), so when C is built from a uniform-gas correlation energy, the r-derivative of that energy enters already at the level of the energy. The two integrands differ by the total derivative of C(r) n'/n^(2/3), so in general they differ point by point; their integrals agree over any interval at whose two ends that quantity takes the same value, in particular over the cell. For n = 2 + cos x and C = 1, at x = π the Laplacian integrand is 1 and the gradient integrand is 0. A numerical comparison should therefore be made on integrals such as the cell integral rather than on pointwise values, and with finite-difference derivatives these in general agree up to discretisation error.

Periodicity is what removes the boundary term. Take n = e^x, which is positive and smooth but has no nonzero period, set C = 1 for all r, and integrate over x from 0 to L with L > 0. Then n''/n^(2/3) = (n')²/n^(5/3) = e^(x/3), so

left side = 3(e^(L/3) − 1),  right side = 2(e^(L/3) − 1).

The difference e^(L/3) − 1 is the change of n'/n^(2/3) = e^(x/3) between the endpoints.
